# The ferromagnetic Curie–Weiss partition function as a Gaussian-weighted integral over one field

## Spins that do not separate

Take \(n\ge 1\) Ising spins \(s_i=\pm1\), with magnetization \(M=\sum_i s_i\) and Boltzmann factor \(e^{KM^2/(2n)}\). The square

\[
\frac{K M^2}{2n}=\frac K2+\frac Kn\sum_{i<j}s_is_j
\]

couples every pair of spins when \(K\ne0\). For \(n\ge2\) the Boltzmann factor is then not a product of single-site factors, so the sum over \(2^n\) configurations does not split site by site as it does for a paramagnet. If \(M\) appeared linearly in the exponent, it would. The Hubbard–Stratonovich transformation makes it linear, at the price of one integral over a field \(x\) shared by all spins.

Some auxiliary-field quantum Monte Carlo methods use an operator version of this Gaussian identity to decouple interactions over short steps of imaginary time. Here the identity is applied to finitely many classical spins with a single auxiliary variable.

## The identity and its Lean form

For \(K>0\) and real site fields \(h_i\), let \(Z=\sum_s e^{KM^2/(2n)+\sum_i h_is_i}\). Then

\[
Z=\sqrt{\frac{n}{2\pi K}}\int_{-\infty}^{\infty}e^{-nx^2/(2K)}\prod_i 2\cosh(x+h_i)\,dx .
\]

This is `partitionFunction_eq_integral`. Setting every \(h_i=0\) gives `zero_field`, where the product becomes \((2\cosh x)^n\).

A configuration is a map `Fin n → Bool`, and `spin` turns `true` and `false` into \(+1\) and \(-1\). The definitions `magnetization`, `boltzmannWeight` and `partitionFunction` are \(M\), the exponential weight and \(Z\). Both \(K\) and \(h_i\) are energies divided by \(k_BT\), and \(K>0\) means ferromagnetic coupling. The hypotheses `0 < n` and `0 < K` are the conditions above.

Two further theorems concern a set \(A\) of sites. `correlation_eq_integral` gives the weighted sum of \(\prod_{i\in A}s_i\) by replacing \(\cosh\) with \(\sinh\) on \(A\). `even_correlation_nonneg` says that this sum is non-negative when \(|A|\) is even and the field is uniform, whatever its sign. Dividing by \(Z>0\) turns these sums into thermal averages.

Everything is exact at finite \(n\). The mean-field equation and the phase transition belong to the limit \(n\to\infty\), which is not taken here; a saddle-point analysis of the integral is one way to study it.

## From a square to independent spins

For \(a>0\), completing the square gives

\[
-ax^2+Mx=\frac{M^2}{4a}-a\Bigl(x-\frac{M}{2a}\Bigr)^2 .
\]

Exponentiate and integrate over \(x\). The shift does not change the Gaussian integral \(\sqrt{\pi/a}\), so

\[
e^{M^2/(4a)}=\sqrt{\frac a\pi}\int_{-\infty}^{\infty}e^{-ax^2}e^{Mx}\,dx .
\]

With \(a=n/(2K)\), the left side is \(e^{KM^2/(2n)}\) and the prefactor is \(\sqrt{n/(2\pi K)}\). Multiply by \(e^{\sum_i h_is_i}\), sum over configurations, and exchange the finite sum with the integral. Since \(Mx+\sum_ih_is_i=\sum_i(x+h_i)s_i\), the spins are now independent:

\[
\sum_s\prod_i e^{(x+h_i)s_i}=\prod_i\bigl(e^{x+h_i}+e^{-(x+h_i)}\bigr)=\prod_i2\cosh(x+h_i).
\]

An extra factor \(s_i\) changes the site sum to \(e^{x+h_i}-e^{-(x+h_i)}=2\sinh(x+h_i)\). In a uniform field \(h\), the correlation integrand therefore contains \((2\sinh(x+h))^{|A|}\), which is non-negative for even \(|A|\); its other factors are positive.

## Antiferromagnetic coupling: two spins

Let \(n=2\), \(K<0\) and \(h_i=0\). The partition function is \(2e^K+2\), but the integrand \(e^{x^2/|K|}(2\cosh x)^2\) grows without bound and its integral diverges. The sign result fails too: the weighted sum of \(s_0s_1\) is \(2e^K-2<0\).

## The Lean file

```lean
import Mathlib

open MeasureTheory
open scoped Real

namespace CurieWeissHubbardStratonovich

noncomputable section

/-- The two values of an Ising spin, `+1` and `-1`. -/
def spin : Bool → ℝ
  | true => 1
  | false => -1

/-- The total magnetization `M = ∑ s_i` of a configuration of `n` Ising spins. -/
def magnetization {n : ℕ} (s : Fin n → Bool) : ℝ := ∑ i, spin (s i)

/-- The Curie-Weiss Boltzmann weight `exp (K M² / (2n) + ∑ h_i s_i)`, with the coupling `K` and the
site fields `h_i` measured in units of `k_B T`. -/
def boltzmannWeight {n : ℕ} (K : ℝ) (h : Fin n → ℝ) (s : Fin n → Bool) : ℝ :=
  Real.exp (K * magnetization s ^ 2 / (2 * n) + ∑ i, h i * spin (s i))

/-- The Curie-Weiss partition function, the sum of the Boltzmann weights of all configurations. -/
def partitionFunction {n : ℕ} (K : ℝ) (h : Fin n → ℝ) : ℝ :=
  ∑ s : Fin n → Bool, boltzmannWeight K h s

/-- Completing the square: a Gaussian times an exponential is a constant multiple of a shifted
Gaussian. -/
theorem complete_square {a : ℝ} (ha : 0 < a) (M x : ℝ) :
    Real.exp (-a * x ^ 2) * Real.exp (M * x) =
      Real.exp (M ^ 2 / (4 * a)) * Real.exp (-a * (x - M / (2 * a)) ^ 2) := by
  rw [← Real.exp_add, ← Real.exp_add]
  congr 1
  field_simp
  ring

/-- A Gaussian times an exponential is integrable over the real line. -/
theorem integrable_gaussian_mul_exp {a : ℝ} (ha : 0 < a) (M : ℝ) :
    Integrable (fun x : ℝ => Real.exp (-a * x ^ 2) * Real.exp (M * x)) := by
  rw [funext (complete_square ha M)]
  exact ((integrable_exp_neg_mul_sq ha).comp_sub_right (M / (2 * a))).const_mul _

/-- The Hubbard-Stratonovich identity: the exponential of a square is a Gaussian average of
exponentials whose exponents are linear in `M`. -/
theorem hubbard_stratonovich {a : ℝ} (ha : 0 < a) (M : ℝ) :
    Real.exp (M ^ 2 / (4 * a)) =
      Real.sqrt (a / π) * ∫ x : ℝ, Real.exp (-a * x ^ 2) * Real.exp (M * x) := by
  -- the shift of the Gaussian does not change its integral
  have shift : ∫ x : ℝ, Real.exp (-a * (x - M / (2 * a)) ^ 2) =
      ∫ x : ℝ, Real.exp (-a * x ^ 2) :=
    integral_sub_right_eq_self (fun x : ℝ => Real.exp (-a * x ^ 2)) (M / (2 * a))
  have hpi : 0 < π := Real.pi_pos
  have hone : Real.sqrt (a / π) * Real.sqrt (π / a) = 1 := by
    rw [← Real.sqrt_mul (by positivity), show a / π * (π / a) = 1 by field_simp, Real.sqrt_one]
  rw [funext (complete_square ha M), integral_const_mul, shift, integral_gaussian]
  linear_combination (-Real.exp (M ^ 2 / (4 * a))) * hone

/-- For independent spins in site fields `y_i`, the weighted sum of a product of single-site
observables factorises over the sites. -/
theorem independent_spins {n : ℕ} (g : Fin n → Bool → ℝ) (y : Fin n → ℝ) :
    ∑ s : Fin n → Bool, (∏ i, g i (s i)) * Real.exp (∑ i, y i * spin (s i)) =
      ∏ i, (g i true * Real.exp (y i) + g i false * Real.exp (-(y i))) := by
  calc
    _ = ∑ s : Fin n → Bool, ∏ i, g i (s i) * Real.exp (y i * spin (s i)) := by
      refine Finset.sum_congr rfl fun s _ => ?_
      rw [Real.exp_sum, Finset.prod_mul_distrib]
    _ = ∏ i, ∑ b : Bool, g i b * Real.exp (y i * spin b) := by
      rw [Finset.prod_univ_sum, Fintype.piFinset_univ]
    _ = _ := by
      refine Finset.prod_congr rfl fun i _ => ?_
      rw [Fintype.sum_bool]
      simp only [spin, mul_one, mul_neg]

/-- The Curie-Weiss sum of any product of single-site observables is a Gaussian integral over a
common field `x` of a product of single-site sums. -/
theorem product_observable {n : ℕ} (hn : 0 < n) {K : ℝ} (hK : 0 < K) (h : Fin n → ℝ)
    (g : Fin n → Bool → ℝ) :
    ∑ s : Fin n → Bool, (∏ i, g i (s i)) * boltzmannWeight K h s =
      Real.sqrt (n / (2 * π * K)) * ∫ x : ℝ, Real.exp (-(n * x ^ 2 / (2 * K))) *
        ∏ i, (g i true * Real.exp (x + h i) + g i false * Real.exp (-(x + h i))) := by
  have hn' : (0 : ℝ) < n := Nat.cast_pos.mpr hn
  have ha : 0 < (n : ℝ) / (2 * K) := by positivity
  have hpi : 0 < π := Real.pi_pos
  -- expand the product of site sums back into a sum over configurations
  have hpt : ∀ x : ℝ, Real.exp (-(n * x ^ 2 / (2 * K))) *
        ∏ i, (g i true * Real.exp (x + h i) + g i false * Real.exp (-(x + h i))) =
      ∑ s : Fin n → Bool, ((∏ i, g i (s i)) * Real.exp (∑ i, h i * spin (s i))) *
        (Real.exp (-((n : ℝ) / (2 * K)) * x ^ 2) * Real.exp (magnetization s * x)) := by
    intro x
    rw [← independent_spins g (fun i => x + h i), Finset.mul_sum]
    refine Finset.sum_congr rfl fun s _ => ?_
    have e1 : -((n : ℝ) * x ^ 2 / (2 * K)) = -((n : ℝ) / (2 * K)) * x ^ 2 := by ring
    have e2 : ∑ i, (x + h i) * spin (s i) =
        magnetization s * x + ∑ i, h i * spin (s i) := by
      simp only [add_mul, Finset.sum_add_distrib]
      rw [← Finset.mul_sum, magnetization, mul_comm x]
    rw [e1, e2, Real.exp_add]
    ring
  -- exchange the finite sum with the integral and linearise each term
  simp_rw [hpt]
  rw [MeasureTheory.integral_finsetSum _ (fun s _ =>
    (integrable_gaussian_mul_exp ha (magnetization s)).const_mul _), Finset.mul_sum]
  refine Finset.sum_congr rfl fun s _ => ?_
  have e3 : K * magnetization s ^ 2 / (2 * n) =
      magnetization s ^ 2 / (4 * ((n : ℝ) / (2 * K))) := by
    field_simp
    try ring
  have e4 : (n : ℝ) / (2 * π * K) = (n : ℝ) / (2 * K) / π := by
    field_simp
  rw [integral_const_mul, boltzmannWeight, Real.exp_add, e3, hubbard_stratonovich ha, e4]
  ring

/-- Hubbard-Stratonovich form of the Curie-Weiss partition function with arbitrary site fields. -/
theorem partitionFunction_eq_integral {n : ℕ} (hn : 0 < n) {K : ℝ} (hK : 0 < K)
    (h : Fin n → ℝ) :
    partitionFunction K h = Real.sqrt (n / (2 * π * K)) *
      ∫ x : ℝ, Real.exp (-(n * x ^ 2 / (2 * K))) * ∏ i, (2 * Real.cosh (x + h i)) := by
  have hc : ∀ y : ℝ, Real.exp y + Real.exp (-y) = 2 * Real.cosh y := by
    intro y
    rw [Real.cosh_eq]
    ring
  have key := product_observable hn hK h (fun _ _ => 1)
  simp only [Finset.prod_const_one, one_mul, hc] at key
  exact key

/-- In zero field, the sum of `exp (K M² / (2n))` over all Ising configurations is a Gaussian
integral of `(2 cosh x)^n`. -/
theorem zero_field {n : ℕ} (hn : 0 < n) {K : ℝ} (hK : 0 < K) :
    ∑ s : Fin n → Bool, Real.exp (K * magnetization s ^ 2 / (2 * n)) =
      Real.sqrt (n / (2 * π * K)) *
        ∫ x : ℝ, Real.exp (-(n * x ^ 2 / (2 * K))) * (2 * Real.cosh x) ^ n := by
  have key := partitionFunction_eq_integral hn hK (fun _ => 0)
  simp only [partitionFunction, boltzmannWeight, zero_mul, Finset.sum_const_zero, add_zero,
    Finset.prod_const, Finset.card_univ, Fintype.card_fin] at key
  exact key

/-- The unnormalised correlation of the spins in a set `A` has the integral form of the partition
function, with `cosh` replaced by `sinh` on the sites of `A`. -/
theorem correlation_eq_integral {n : ℕ} (hn : 0 < n) {K : ℝ} (hK : 0 < K) (h : Fin n → ℝ)
    (A : Finset (Fin n)) :
    ∑ s : Fin n → Bool, (∏ i ∈ A, spin (s i)) * boltzmannWeight K h s =
      Real.sqrt (n / (2 * π * K)) * ∫ x : ℝ, Real.exp (-(n * x ^ 2 / (2 * K))) *
        ((∏ i ∈ A, (2 * Real.sinh (x + h i))) * ∏ i ∈ Aᶜ, (2 * Real.cosh (x + h i))) := by
  have h1 : ∀ s : Fin n → Bool,
      ∏ i, (if i ∈ A then spin (s i) else 1) = ∏ i ∈ A, spin (s i) := by
    intro s
    rw [Finset.prod_ite_mem, Finset.univ_inter]
  -- split the sites into those in `A` and the rest
  have h2 : ∀ x : ℝ, ∏ i, ((if i ∈ A then spin true else 1) * Real.exp (x + h i) +
        (if i ∈ A then spin false else 1) * Real.exp (-(x + h i))) =
      (∏ i ∈ A, (2 * Real.sinh (x + h i))) * ∏ i ∈ Aᶜ, (2 * Real.cosh (x + h i)) := by
    intro x
    rw [← Finset.prod_mul_prod_compl A]
    congr 1
    · refine Finset.prod_congr rfl fun i hi => ?_
      simp only [if_pos hi, spin, Real.sinh_eq]
      ring
    · refine Finset.prod_congr rfl fun i hi => ?_
      have hi' : i ∉ A := Finset.mem_compl.mp hi
      simp only [if_neg hi', Real.cosh_eq]
      ring
  have key := product_observable hn hK h (fun i b => if i ∈ A then spin b else 1)
  simp only [h1, h2] at key
  exact key

/-- For `K > 0` and a uniform field of either sign, the unnormalised correlation of an even number
of distinct spins is non-negative. -/
theorem even_correlation_nonneg {n : ℕ} (hn : 0 < n) {K : ℝ} (hK : 0 < K) (h : ℝ)
    (A : Finset (Fin n)) (hA : Even A.card) :
    0 ≤ ∑ s : Fin n → Bool, (∏ i ∈ A, spin (s i)) * boltzmannWeight K (fun _ => h) s := by
  rw [correlation_eq_integral hn hK]
  refine mul_nonneg (Real.sqrt_nonneg _) (integral_nonneg fun x => ?_)
  -- an even power of `sinh` is non-negative
  simp only [Finset.prod_const, Pi.zero_apply]
  exact mul_nonneg (Real.exp_pos _).le (mul_nonneg (hA.pow_nonneg _)
    (pow_nonneg (mul_pos two_pos (Real.cosh_pos _)).le _))

end

end CurieWeissHubbardStratonovich
```

```lean
#print axioms CurieWeissHubbardStratonovich.partitionFunction_eq_integral
#print axioms CurieWeissHubbardStratonovich.zero_field
#print axioms CurieWeissHubbardStratonovich.even_correlation_nonneg
```

```
'CurieWeissHubbardStratonovich.partitionFunction_eq_integral' depends on axioms: [propext, Classical.choice, Quot.sound]
'CurieWeissHubbardStratonovich.zero_field' depends on axioms: [propext, Classical.choice, Quot.sound]
'CurieWeissHubbardStratonovich.even_correlation_nonneg' depends on axioms: [propext, Classical.choice, Quot.sound]
```

## How the proof follows the calculation

`complete_square` is the algebraic step. `integrable_gaussian_mul_exp` uses it to obtain integrability from that of a shifted Gaussian. `hubbard_stratonovich` then removes the shift, evaluates the integral with `integral_gaussian`, and cancels \(\sqrt{a/\pi}\,\sqrt{\pi/a}=1\).

`independent_spins` handles the site factorisation for any product of single-site observables `g i`; its main step, `Finset.prod_univ_sum`, expands a product of sums into a sum over configurations.

`product_observable` joins the two parts, starting from the integral. Its step `hpt` expands the integrand over configurations, `integral_finsetSum` exchanges sum and integral using the integrability lemma, and `hubbard_stratonovich` is applied to each term.

The integral formulas for \(Z\) and for the correlations come from choices of `g`. The constant 1 gives \(Z\), and `zero_field` then sets the fields to zero. Taking `spin b` on \(A\) and 1 elsewhere gives the correlations, after the product is split into \(A\) and its complement. For the sign result, `integral_nonneg` reduces the claim to the integrand, and `hA.pow_nonneg` supplies the even power of \(\sinh\).
